# A sign criterion for real-wave-number solutions in the gap of a two-band k·p Hamiltonian

An electron whose energy lies in the band gap of a semiconductor layer should have a decaying envelope function: a barrier confines because the wave numbers available there are complex. In a k·p calculation of a quantum well, the band parameters are usually fitted near $k=0$, but the equations are then solved at whatever wave numbers they admit. For some parameter values a gap energy acquires a real wave number, and the envelope oscillates where it should decay. Such solutions are called spurious.

For two bands coupled linearly in $k$, with a quadratic term in each, the signs of three combinations of parameters decide whether this happens. If both quadratic coefficients $A$ and $B$, defined below, are nonnegative, no gap energy has a real wave number. If $AB<0$, every gap energy has one.

In Lean 4 with Mathlib:

```lean
import Mathlib

open Matrix

namespace KPSpuriousGapSolutions
```

## The Hamiltonian and its levels

With the valence band edge at zero energy and the conduction band edge at $E_g$, take

$$H(k)=\begin{pmatrix}E_g+Ak^2 & Pk\\ Pk & -Bk^2\end{pmatrix}.$$

The coupling $P$ stands for the interband momentum matrix element, with $\hbar/m_0$ absorbed, so that $Pk$ is an energy; the phases of the basis functions are chosen to make it real. The coefficients $A$ and $B$ collect the free-electron kinetic term and the effect of bands left out of the model. Because of the minus sign in the valence entry, $B>0$ bends that diagonal term downwards.

```lean
/-- The two-band k.p Hamiltonian with gap `Eg`, interband coupling `P`, and quadratic terms `A k²`
in the conduction band and `-B k²` in the valence band. -/
def kpHamiltonian (Eg A B P k : ℝ) : Matrix (Fin 2) (Fin 2) ℝ :=
  !![Eg + A * k ^ 2, P * k; P * k, -(B * k ^ 2)]
```

An energy $E$ is a level at $k$ if $H(k)v=Ev$ for some nonzero $v$. In `HasLevel`, `*ᵥ` is the matrix acting on a vector and `E • v` is the scalar multiple. The vector is real and need not be normalised. Real vectors suffice, since $H(k)$ is real symmetric: the real or the imaginary part of a complex eigenvector is itself a nonzero eigenvector. The wave number `k` is a real number by its type, so evanescent solutions do not enter.

```lean
/-- The energy `E` is an eigenvalue of the two-band Hamiltonian at the real wave number `k`. -/
def HasLevel (Eg A B P k E : ℝ) : Prop :=
  ∃ v : Fin 2 → ℝ, v ≠ 0 ∧ kpHamiltonian Eg A B P k *ᵥ v = E • v
```

## The secular equation

A nonzero solution exists exactly when $\det(H(k)-E)=0$. Expanding,

$$\det(H(k)-E)=(E_g+Ak^2-E)(-Bk^2-E)-P^2k^2=-F_E(k^2),$$

where, with $x=k^2$,

$$F_E(x)=(E_g-E+Ax)(E+Bx)+P^2x.$$

So $E$ is a level at $k$ if and only if $F_E(k^2)=0$. In the proof, `Matrix.exists_mulVec_eq_zero_iff` converts the nonzero vector into a vanishing determinant, `hM` writes out the entries of $H(k)-E$, and the final `linear_combination` accounts for the overall sign.

```lean
/-- Secular equation: `E` is a level at `k` exactly when
`(Eg - E + A k²)(E + B k²) + P² k² = 0`. -/
theorem hasLevel_iff (Eg A B P k E : ℝ) :
    HasLevel Eg A B P k E ↔
      (Eg - E + A * k ^ 2) * (E + B * k ^ 2) + P ^ 2 * k ^ 2 = 0 := by
  have key : HasLevel Eg A B P k E ↔
      (kpHamiltonian Eg A B P k - E • (1 : Matrix (Fin 2) (Fin 2) ℝ)).det = 0 := by
    rw [← Matrix.exists_mulVec_eq_zero_iff]
    simp only [HasLevel, Matrix.sub_mulVec, Matrix.smul_mulVec, Matrix.one_mulVec,
      sub_eq_zero]
  have hM : kpHamiltonian Eg A B P k - E • (1 : Matrix (Fin 2) (Fin 2) ℝ) =
      !![Eg + A * k ^ 2 - E, P * k; P * k, -(B * k ^ 2) - E] := by
    ext i j
    fin_cases i <;> fin_cases j <;> simp [kpHamiltonian]
  rw [key, hM, Matrix.det_fin_two_of]
  constructor <;> intro h <;> linear_combination -h
```

Exchanging $A$ with $B$ and $E$ with $E_g-E$ only swaps the two factors in the product:

$$(E+Bk^2)(E_g-E+Ak^2)+P^2k^2=F_E(k^2).$$

Statements about the valence edge therefore carry over to the conduction edge.

```lean
/-- Mirror symmetry of the gap: exchanging `A` and `B` reflects the levels at each `k`
about midgap, `E → Eg - E`. -/
theorem hasLevel_mirror (Eg A B P k E : ℝ) :
    HasLevel Eg A B P k E ↔ HasLevel Eg B A P k (Eg - E) := by
  rw [hasLevel_iff, hasLevel_iff]
  constructor <;> intro h <;> linear_combination h
```

## Three inequalities that keep the gap clean

Here "the gap" means the open interval $0<E<E_g$ between the two energies at $k=0$, whether or not a band enters it at larger $k$. Multiplying out,

$$F_E(x)=ABx^2+Lx+C,\qquad L=P^2+B(E_g-E)+AE,\qquad C=E(E_g-E).$$

In the gap $C>0$. The linear coefficient interpolates between its values at the two band edges:

$$E_gL=(E_g-E)(P^2+BE_g)+E(P^2+AE_g).$$

If $P^2+AE_g\ge0$ and $P^2+BE_g\ge0$, then $L\ge0$. If also $AB\ge0$, every term of $F_E(x)$ is nonnegative for $x\ge0$ and the constant term is positive, so $F_E$ has no zero at any real $k$.

The two edge conditions have a direct meaning. Second-order perturbation theory gives the bands near $k=0$ as $E_g+(A+P^2/E_g)k^2$ and $-(B+P^2/E_g)k^2$, so the inequalities say that neither band curves into the gap at this order.

In the proof, `hL` is the interpolation argument, and `t1`, `t2` and `t3` are the signs of the quartic, quadratic and constant terms in $k$.

```lean
/-- If `AB`, `P² + A Eg` and `P² + B Eg` are all nonnegative, an energy inside the gap is
not a level at any real wave number. -/
theorem no_gap_level {Eg A B P E : ℝ} (hE : 0 < E) (hE' : E < Eg) (hAB : 0 ≤ A * B)
    (hA : 0 ≤ P ^ 2 + A * Eg) (hB : 0 ≤ P ^ 2 + B * Eg) (k : ℝ) :
    ¬ HasLevel Eg A B P k E := by
  rw [hasLevel_iff]
  intro h
  have hEg : 0 < Eg := hE.trans hE'
  -- the coefficient of k² interpolates between its values at the two band edges
  have hL : 0 ≤ P ^ 2 + B * (Eg - E) + A * E := by
    have h1 := mul_nonneg (sub_pos.2 hE').le hB
    have h2 := mul_nonneg hE.le hA
    have h3 : 0 ≤ Eg * (P ^ 2 + B * (Eg - E) + A * E) := by linarith
    exact (mul_nonneg_iff_of_pos_left hEg).mp h3
  have t1 := mul_nonneg hAB (sq_nonneg (k ^ 2))
  have t2 := mul_nonneg hL (sq_nonneg k)
  have t3 := mul_pos (sub_pos.2 hE') hE
  linarith
```

When $A,B\ge0$, all three inequalities hold for any real $P$, including $P=0$.

```lean
/-- With `A, B ≥ 0`, no real wave number has an eigenvalue inside the gap. -/
theorem no_gap_level_of_nonneg {Eg A B P E : ℝ} (hE : 0 < E) (hE' : E < Eg)
    (hA : 0 ≤ A) (hB : 0 ≤ B) (k : ℝ) : ¬ HasLevel Eg A B P k E := by
  have hEg : 0 < Eg := hE.trans hE'
  exact no_gap_level hE hE' (by positivity) (by positivity) (by positivity) k
```

## From a negative value to a real wave number

At $k=0$ the secular function equals $C>0$. If $F_E(q^2)<0$ for some $q\ge0$, then $F_E(k^2)$, being continuous in $k$, vanishes somewhere between $0$ and $q$, and $E$ is a level there. The proof applies the intermediate value theorem in the form for a function that is larger at the left end of the interval, `intermediate_value_Icc'`.

```lean
/-- For an energy inside the gap, if the secular function is negative at some wave number
`q ≥ 0`, then that energy is a level at some real wave number. -/
theorem exists_level_of_neg {Eg A B P E q : ℝ} (hE : 0 < E) (hE' : E < Eg) (hq : 0 ≤ q)
    (h : (Eg - E + A * q ^ 2) * (E + B * q ^ 2) + P ^ 2 * q ^ 2 < 0) :
    ∃ k, HasLevel Eg A B P k E := by
  have hc : Continuous fun k : ℝ =>
      (Eg - E + A * k ^ 2) * (E + B * k ^ 2) + P ^ 2 * k ^ 2 := by fun_prop
  have h0 := mul_pos (sub_pos.2 hE') hE
  -- the secular function is positive at k = 0 and negative at q
  obtain ⟨k, -, hk⟩ := intermediate_value_Icc' hq hc.continuousOn
    (show (0 : ℝ) ∈ Set.Icc _ _ from ⟨h.le, by nlinarith⟩)
  exact ⟨k, (hasLevel_iff Eg A B P k E).2 hk⟩
```

## Opposite signs put a solution at every gap energy

Suppose $AB<0$ and write $d=-AB>0$, so that $F_E(x)=-dx^2+Lx+C$. The quadratic term wins at large $x$. An explicit choice is

$$x=1+\frac{|L|+C}{d},\qquad\text{so that}\qquad dx=d+|L|+C.$$

Multiplying the last equation by $x$ and substituting for $dx^2$ gives

$$F_E(x)=(L-|L|)x-dx+C(1-x).$$

The first and third terms are at most zero, and the second is negative. Taking $q=\sqrt{x}$ in the previous step yields a real wave number at this energy.

In terms of bands, for $A<0<B$ both diagonal entries fall quadratically at large $k$ while the coupling grows only linearly, so the upper band has to descend through the gap; for $B<0<A$ the lower band rises through it.

The theorem gives a wave number for each gap energy separately, and `P` is arbitrary: no strength of interband coupling removes these solutions. In the proof, the equation `e` is the rearranged form of $F_E(x)$, and `t1`, `t2` and `t3` supply the three signs.

```lean
/-- Spurious gap solutions: if `AB < 0`, every energy inside the gap is an eigenvalue at
some real wave number. -/
theorem spurious_level {Eg A B P E : ℝ} (hE : 0 < E) (hE' : E < Eg) (hAB : A * B < 0) :
    ∃ k, HasLevel Eg A B P k E := by
  obtain ⟨d, hd⟩ : ∃ d, d = -(A * B) := ⟨_, rfl⟩
  obtain ⟨L, hL⟩ : ∃ L, L = P ^ 2 + B * (Eg - E) + A * E := ⟨_, rfl⟩
  obtain ⟨C, hC⟩ : ∃ C, C = (Eg - E) * E := ⟨_, rfl⟩
  have hd0 : 0 < d := by linarith
  have hC0 : 0 < C := hC ▸ mul_pos (sub_pos.2 hE') hE
  -- a value x of k² so large that the quartic term dominates
  obtain ⟨x, hx1, hx⟩ : ∃ x : ℝ, 1 ≤ x ∧ d * x = d + (|L| + C) := by
    refine ⟨1 + (|L| + C) / d, ?_, by field_simp⟩
    have : 0 ≤ (|L| + C) / d := by positivity
    linarith
  have hx0 : 0 < x := by linarith
  refine exists_level_of_neg hE hE' (Real.sqrt_nonneg x) ?_
  rw [Real.sq_sqrt hx0.le]
  have e : (Eg - E + A * x) * (E + B * x) + P ^ 2 * x =
      (L - |L|) * x - d * x + C * (1 - x) := by
    linear_combination x ^ 2 * hd - x * hx - x * hL - hC
  have t1 := mul_nonneg (sub_nonneg.2 (le_abs_self L)) hx0.le
  have t2 := mul_pos hd0 hx0
  have t3 := mul_nonneg hC0.le (sub_nonneg.2 hx1)
  rw [e]
  linarith
```

## A band that curves into the gap at its edge

Now suppose $P^2+BE_g<0$, with no assumption on the sign of $AB$. At the valence edge,

$$F_0(x)=x\,(ABx+P^2+BE_g).$$

Choose $x=-(P^2+BE_g)/(|AB|+1)>0$. The bracket becomes $(AB-|AB|)x-x<0$, hence $F_0(x)<0$. With $x$ held fixed, $F_E(x)$ is continuous in $E$, so it stays negative for small positive $E$, and each such energy in the gap is a level at some real $k$.

The neighbourhood of $E=0$ appears in the proof as a ball of radius `ε`. The energy used is the smaller of `ε / 2` and `Eg / 2`, which keeps it inside both the ball and the gap.

```lean
/-- For `Eg > 0` and `P² + B Eg < 0`, some energy inside the gap is a level at a real
wave number. -/
theorem exists_gap_level_of_edge {Eg A B P : ℝ} (hEg : 0 < Eg) (h : P ^ 2 + B * Eg < 0) :
    ∃ E, 0 < E ∧ E < Eg ∧ ∃ k, HasLevel Eg A B P k E := by
  -- a small value x of k² at which the secular function is negative for E = 0
  obtain ⟨x, hx0, hx⟩ : ∃ x : ℝ, 0 < x ∧ (|A * B| + 1) * x = -(P ^ 2 + B * Eg) := by
    have hp : 0 < |A * B| + 1 := by positivity
    exact ⟨-(P ^ 2 + B * Eg) / (|A * B| + 1), div_pos (by linarith) hp, by field_simp⟩
  have h1 := mul_nonneg (sub_nonneg.2 (le_abs_self (A * B))) hx0.le
  have h2 : A * B * x + (P ^ 2 + B * Eg) < 0 := by linarith
  have h3 := mul_neg_of_pos_of_neg hx0 h2
  have hc : Continuous fun E : ℝ => (Eg - E + A * x) * (E + B * x) + P ^ 2 * x := by
    fun_prop
  have h0 : (Eg - 0 + A * x) * (0 + B * x) + P ^ 2 * x < 0 := by linarith
  -- by continuity it stays negative for small positive E
  obtain ⟨ε, hε, hball⟩ :=
    Metric.mem_nhds_iff.1 ((isOpen_lt hc continuous_const).mem_nhds h0)
  have hE : 0 < min (ε / 2) (Eg / 2) := lt_min (by linarith) (by linarith)
  have hE1 : min (ε / 2) (Eg / 2) < ε := (min_le_left _ _).trans_lt (by linarith)
  have hE2 : min (ε / 2) (Eg / 2) < Eg := (min_le_right _ _).trans_lt (by linarith)
  refine ⟨_, hE, hE2, exists_level_of_neg hE hE2 (Real.sqrt_nonneg x) ?_⟩
  rw [Real.sq_sqrt hx0.le]
  exact hball (by rwa [Metric.mem_ball, Real.dist_eq, sub_zero, abs_of_pos hE])
```

## The complete criterion

For $E_g>0$, the gap is free of real-wave-number levels exactly when

$$AB\ge0,\qquad P^2+AE_g\ge0,\qquad P^2+BE_g\ge0.$$

Sufficiency was shown above. For necessity, each failed inequality produces a level. If $AB<0$, the midgap energy $E_g/2$ serves. If $P^2+BE_g<0$, the edge argument applies. If $P^2+AE_g<0$, the edge argument is applied with $A$ and $B$ exchanged, and the mirror symmetry turns the level found at $E$ into one at $E_g-E$. The three bullets in the first half of the proof treat $AB$, the conduction edge and the valence edge, in that order.

Both coefficients may be negative in a clean gap, provided that neither is below $-P^2/E_g$.

```lean
/-- Criterion for a clean gap: for `Eg > 0`, no energy inside the gap is a level at any real
wave number exactly when `AB`, `P² + A Eg` and `P² + B Eg` are all nonnegative. -/
theorem clean_gap_iff {Eg A B P : ℝ} (hEg : 0 < Eg) :
    (∀ E, 0 < E → E < Eg → ∀ k, ¬ HasLevel Eg A B P k E) ↔
      0 ≤ A * B ∧ 0 ≤ P ^ 2 + A * Eg ∧ 0 ≤ P ^ 2 + B * Eg := by
  constructor
  · intro h
    refine ⟨?_, ?_, ?_⟩
    · by_contra hn
      obtain ⟨k, hk⟩ := spurious_level (P := P) (half_pos hEg) (half_lt_self hEg)
        (not_le.1 hn)
      exact h _ (half_pos hEg) (half_lt_self hEg) k hk
    · -- the conduction-band condition follows from the mirror symmetry
      by_contra hn
      obtain ⟨E, h0, h1, k, hk⟩ := exists_gap_level_of_edge (A := B) hEg (not_le.1 hn)
      exact h (Eg - E) (by linarith) (by linarith) k ((hasLevel_mirror Eg B A P k E).1 hk)
    · by_contra hn
      obtain ⟨E, h0, h1, k, hk⟩ := exists_gap_level_of_edge (A := A) hEg (not_le.1 hn)
      exact h E h0 h1 k hk
  · rintro ⟨hAB, hA, hB⟩ E h0 h1 k
    exact no_gap_level h0 h1 hAB hA hB k
```

If $A=0$, the secular equation is linear in $k^2$. Two of the inequalities then hold automatically, and only the valence-edge condition remains.

```lean
/-- When the conduction-band quadratic coefficient vanishes, `A = 0`, and `Eg > 0`, the gap has no
real-wave-number levels exactly when `P² + B Eg ≥ 0`. -/
theorem clean_gap_iff_of_A_zero {Eg B P : ℝ} (hEg : 0 < Eg) :
    (∀ E, 0 < E → E < Eg → ∀ k, ¬ HasLevel Eg 0 B P k E) ↔ 0 ≤ P ^ 2 + B * Eg := by
  rw [clean_gap_iff hEg]
  exact ⟨fun h => h.2.2, fun h => ⟨by simp, by positivity, h⟩⟩

end KPSpuriousGapSolutions
```

For envelope-function simulations, the criterion allows the fitted parameters of each layer material to be checked for real wave numbers in that material's own gap before any structure is solved, as long as the bulk model is this two-band one, with $k$ along a single direction. A layered device also requires the solutions to be matched between layers: in a heterostructure the parameters vary with position, and whether an oscillating bulk solution shows up in a bound state depends also on the operator ordering and the interface conditions.

```lean
#print axioms KPSpuriousGapSolutions.no_gap_level_of_nonneg
#print axioms KPSpuriousGapSolutions.clean_gap_iff_of_A_zero
```

```
'KPSpuriousGapSolutions.no_gap_level_of_nonneg' depends on axioms: [propext, Classical.choice, Quot.sound]
'KPSpuriousGapSolutions.clean_gap_iff_of_A_zero' depends on axioms: [propext, Classical.choice, Quot.sound]
```
